# Löwdin orthogonalisation gives the unique closest orthonormal set to finitely many linearly independent orbitals

## Orbitals as columns, distance as a sum over coefficients

Let A be a complex matrix whose column j holds the coefficients of orbital j in a finite orthonormal basis. The row index i runs over the basis (type `m`), the column index j over the orbitals (type `n`). Then AᴴA is the overlap matrix of the orbitals, where ᴴ is the conjugate transpose, and a matrix U has orthonormal columns when UᴴU = 1. The orbitals in A need not be normalised.

In Lean 4 with Mathlib:

```lean
import Mathlib

open Matrix
open scoped ComplexOrder

namespace LoewdinOptimality

noncomputable section

variable {m n : Type*} [Fintype m] [Fintype n]
```

The squared Frobenius distance between two sets of orbitals is

d(A, B) = Σᵢ Σⱼ |Aᵢⱼ − Bᵢⱼ|².

It compares orbital j with orbital j, so labels and phases matter. Because the basis is orthonormal, d is the sum of the squared norms of the orbital differences. Coefficients in an overlapping atomic basis must first be transformed to an orthonormal one.

```lean
/-- Squared Frobenius distance between two sets of orbitals, given by their coefficients
in an orthonormal basis (one orbital per column). -/
def distSq (A B : Matrix m n ℂ) : ℝ := ∑ i, ∑ j, ‖A i j - B i j‖ ^ 2
```

The diagonal element j of (A − B)ᴴ(A − B) is Σᵢ |Aᵢⱼ − Bᵢⱼ|², hence

d(A, B) = Re tr((A − B)ᴴ(A − B)).

The proof exchanges the two sums and checks, for each entry z of A − B, that the product of z with its complex conjugate has real part |z|².

```lean
/-- The squared distance is the trace of the overlap matrix of the orbital differences. -/
theorem distSq_eq_trace (A B : Matrix m n ℂ) :
    distSq A B = (trace ((A - B)ᴴ * (A - B))).re := by
  unfold distSq
  rw [Finset.sum_comm]
  simp only [Matrix.trace, Matrix.diag_apply, Matrix.mul_apply, Complex.re_sum,
    Matrix.conjTranspose_apply, Matrix.sub_apply]
  refine Finset.sum_congr rfl fun j _ => Finset.sum_congr rfl fun i _ => ?_
  generalize A i j - B i j = z
  rw [← Complex.normSq_eq_norm_sq, Complex.normSq_apply]
  simp [Complex.mul_re]
```

Let S be the positive semidefinite matrix with S² = AᴴA. Many texts write S for the overlap matrix itself; here S is its square root. For linearly independent orbitals S is invertible, and the Löwdin orbitals are the columns of A S⁻¹. They are orthonormal, and every other orthonormal set of the same size lies strictly farther from A. In the construction of Fermi-Löwdin orbitals for self-interaction corrections, this says that the orthogonalisation step changes a given finite, linearly independent set of Fermi orbitals as little as possible in this distance; it says nothing about the choice of Fermi-orbital positions or about the energy.

## Positivity of S: moving away from the Löwdin set never brings a gain

Physically, S is the root of the overlap matrix with no negative eigenvalues. By hand, positivity enters through the weighted size of an orbital change X,

tr(X S Xᴴ) = Σᵢ vᵢᴴ S vᵢ,

where vᵢ is the complex conjugate of row i of X, written as a column. Every term is nonnegative, and so is the sum. `diag_eq_form` identifies each diagonal element with its quadratic form.

```lean
omit [Fintype m] in
/-- Each diagonal entry of `X S Xᴴ` is the quadratic form of `S` on the conjugate of a row
of `X`. -/
theorem diag_eq_form (S : Matrix n n ℂ) (X : Matrix m n ℂ) (i : m) :
    (X * S * Xᴴ) i i = star (star (X i)) ⬝ᵥ S *ᵥ star (X i) := by
  rw [star_star, Matrix.dotProduct_mulVec]
  rfl
```

`weighted_nonneg` then adds the terms. The hypothesis `S.PosSemidef` includes Hermiticity, and the inequality it supplies for complex numbers means a zero imaginary part and a nonnegative real part.

```lean
/-- A positive semidefinite weight `S` gives every orbital change `X` a nonnegative
weighted size. -/
theorem weighted_nonneg {S : Matrix n n ℂ} (hS : S.PosSemidef) (X : Matrix m n ℂ) :
    0 ≤ (trace (X * S * Xᴴ)).re := by
  simp only [Matrix.trace, Matrix.diag_apply, Complex.re_sum]
  refine Finset.sum_nonneg fun i _ => ?_
  rw [diag_eq_form]
  exact (Complex.nonneg_iff.mp (hS.dotProduct_mulVec_nonneg (star (X i)))).1
```

Without positivity the result fails for a single orbital. Take A = 1 and the other root, S = −1. Then A S⁻¹ = −1 is at squared distance 4 from A, while U = 1 is at distance 0.

## Invertibility of S: only a zero change is free

An invertible S has no zero eigenvalue. If the weighted size of X vanishes, each nonnegative term vᵢᴴ S vᵢ vanishes. Expanding vᵢ in eigenvectors of S with eigenvalues sₖ and coefficients cₖ gives Σₖ sₖ|cₖ|² = 0, so every sₖcₖ is zero and S vᵢ = 0. Multiplying by S⁻¹ gives vᵢ = 0 for every i, and X = 0.

The proof follows the same route: a sum of nonnegative terms is zero only if each term is, `dotProduct_mulVec_zero_iff` turns a zero of the form into a null vector, and the inverse removes S.

```lean
variable [DecidableEq n]

/-- If the positive semidefinite weight `S` is invertible, only the zero orbital change
has zero weighted size. -/
theorem eq_zero_of_weighted {S : Matrix n n ℂ} (hS : S.PosSemidef) (hu : IsUnit S.det)
    {X : Matrix m n ℂ} (h : (trace (X * S * Xᴴ)).re = 0) : X = 0 := by
  simp only [Matrix.trace, Matrix.diag_apply, Complex.re_sum] at h
  have hn : ∀ i, 0 ≤ (X * S * Xᴴ) i i := fun i => by
    rw [diag_eq_form]
    exact hS.dotProduct_mulVec_nonneg (star (X i))
  have hz := (Finset.sum_eq_zero_iff_of_nonneg
    (fun i _ => (Complex.nonneg_iff.mp (hn i)).1)).mp h
  have hrow : ∀ i, star (X i) = 0 := fun i => by
    have h0 : (X * S * Xᴴ) i i = 0 :=
      Complex.ext (hz i (Finset.mem_univ i)) (Complex.nonneg_iff.mp (hn i)).2.symm
    rw [diag_eq_form] at h0
    -- a zero of the form is a null vector, and `S` has none but zero
    have h1 : S *ᵥ star (X i) = 0 := (hS.dotProduct_mulVec_zero_iff _).mp h0
    calc star (X i) = S⁻¹ *ᵥ (S *ᵥ star (X i)) := by
          rw [Matrix.mulVec_mulVec, Matrix.nonsing_inv_mul S hu, Matrix.one_mulVec]
      _ = 0 := by rw [h1, Matrix.mulVec_zero]
  ext i j
  exact congrFun (star_eq_zero.mp (hrow i)) j
```

If S is singular, a nonzero change can lie entirely in its null space and cost nothing. Uniqueness can then be lost, as the example diag(1, 0) below shows.

## Orthonormal competitors and a Hermitian S: the exact excess

The condition UᴴU = 1 says which sets compete. Let Q and U both have orthonormal columns and let S be Hermitian. For V equal to either of them,

(QS − V)ᴴ(QS − V) = S² − S QᴴV − VᴴQ S + 1.

For V = Q the right side is S² − 2S + 1. Subtracting the traces gives

d(QS, U) − d(QS, Q) = Re tr(2S − S QᴴU − UᴴQ S).

On the other side, cyclicity of the trace and orthonormality give

tr((U − Q) S (U − Q)ᴴ) = tr((U − Q)ᴴ(U − Q) S) = tr(2S − UᴴQ S − QᴴU S).

Since tr(S QᴴU) = tr(QᴴU S), the two expressions agree, and

d(QS, U) = d(QS, Q) + Re tr((U − Q) S (U − Q)ᴴ).

In the proof, `h1` is the expansion for V, `h3` the expansion of the weighted term, and `h4` the cyclic exchange.

```lean
/-- For orthonormal sets `Q` and `U` and Hermitian `S`, the squared distance of `U` from `Q S`
exceeds that of `Q` by exactly the `S`-weighted size of `U - Q`. -/
theorem distSq_excess {Q U : Matrix m n ℂ} {S : Matrix n n ℂ}
    (hQ : Qᴴ * Q = 1) (hU : Uᴴ * U = 1) (hS : Sᴴ = S) :
    distSq (Q * S) U = distSq (Q * S) Q + (trace ((U - Q) * S * (U - Q)ᴴ)).re := by
  have h1 : ∀ V : Matrix m n ℂ, Vᴴ * V = 1 →
      (Q * S - V)ᴴ * (Q * S - V) = S * S - S * (Qᴴ * V) - Vᴴ * Q * S + 1 := by
    intro V hV
    have e1 : S * Qᴴ * (Q * S) = S * S := by
      rw [Matrix.mul_assoc, ← Matrix.mul_assoc Qᴴ, hQ, Matrix.one_mul]
    rw [Matrix.conjTranspose_sub, Matrix.conjTranspose_mul, hS, Matrix.sub_mul,
      Matrix.mul_sub, Matrix.mul_sub, hV, e1, Matrix.mul_assoc S, ← Matrix.mul_assoc Vᴴ]
    abel
  have h3 : (U - Q)ᴴ * ((U - Q) * S) = S + S - Uᴴ * Q * S - Qᴴ * U * S := by
    rw [← Matrix.mul_assoc, Matrix.conjTranspose_sub]
    simp only [Matrix.sub_mul, Matrix.mul_sub, hU, hQ, Matrix.one_mul]
    abel
  -- the two cross terms agree by cyclicity of the trace
  have h4 : trace (S * (Qᴴ * U)) = trace (Qᴴ * U * S) := Matrix.trace_mul_comm _ _
  rw [distSq_eq_trace, distSq_eq_trace, h1 U hU, h1 Q hQ,
    Matrix.trace_mul_comm ((U - Q) * S), h3]
  simp only [hQ, Matrix.mul_one, Matrix.one_mul, Matrix.trace_sub, Matrix.trace_add,
    Complex.sub_re, Complex.add_re, h4]
  ring
```

If competitors need not be orthonormal, U = A wins with distance zero. Hermiticity matters too: for one orbital with Q = 1, S = i and U = i, the left side is 0 and the right side is 2.

## S² = AᴴA: the root belongs to these orbitals

This equation ties S to the overlap of the given orbitals.

```lean
/-- The matrix `A S⁻¹`. Its columns are the Löwdin orbitals of `A` when `S` is the positive
semidefinite square root of an invertible overlap matrix `Aᴴ * A`. -/
def loewdin (A : Matrix m n ℂ) (S : Matrix n n ℂ) : Matrix m n ℂ := A * S⁻¹
```

With Q = A S⁻¹ and S Hermitian,

QᴴQ = S⁻¹ AᴴA S⁻¹ = S⁻¹ S S S⁻¹ = 1,

and QS = A. The excess identity therefore measures distances from A itself. An unrelated S spoils this: A = 1 and S = 2 give A S⁻¹ = 1/2, which is not normalised.

Both steps need S⁻¹, which comes from the overlap matrix: det(AᴴA) = (det S)² is nonzero, so det S is nonzero. `loewdin_orthonormal` returns the three facts together.

```lean
/-- For linearly independent orbitals `A`, the root `S` of the overlap matrix is invertible,
the Löwdin orbitals are orthonormal, and `S` turns them back into `A`. -/
theorem loewdin_orthonormal {A : Matrix m n ℂ} {S : Matrix n n ℂ} (hA : IsUnit (Aᴴ * A))
    (hS : S.PosSemidef) (hSS : S * S = Aᴴ * A) :
    IsUnit S.det ∧ (loewdin A S)ᴴ * loewdin A S = 1 ∧ loewdin A S * S = A := by
  have hu : IsUnit S.det := by
    rw [← hSS, Matrix.isUnit_iff_isUnit_det, Matrix.det_mul] at hA
    exact isUnit_of_mul_isUnit_left hA
  refine ⟨hu, ?_, ?_⟩
  · unfold loewdin
    rw [Matrix.conjTranspose_mul, Matrix.conjTranspose_nonsing_inv, hS.isHermitian.eq]
    calc S⁻¹ * Aᴴ * (A * S⁻¹) = S⁻¹ * (Aᴴ * A) * S⁻¹ := by simp only [Matrix.mul_assoc]
      _ = (S⁻¹ * S) * (S * S⁻¹) := by rw [← hSS]; simp only [Matrix.mul_assoc]
      _ = 1 := by
        rw [Matrix.nonsing_inv_mul S hu, Matrix.mul_nonsing_inv S hu, Matrix.one_mul]
  · unfold loewdin
    rw [Matrix.mul_assoc, Matrix.nonsing_inv_mul S hu, Matrix.mul_one]
```

The matrix S is supplied to the theorems along with its two properties. Its existence for every overlap matrix is the usual consequence of diagonalisation: take the nonnegative square roots of the eigenvalues.

## Linear independence: one closest set

The hypothesis `IsUnit (Aᴴ * A)` says that the overlap matrix is invertible. This is linear independence of the orbitals, because AᴴA c = 0 implies ‖A c‖² = 0 and so A c = 0.

Now put Q = A S⁻¹ in the excess identity:

d(A, U) = d(A, Q) + Re tr((U − Q) S (U − Q)ᴴ).

The last term is nonnegative, and it is zero only for U = Q. For every other orthonormal U the inequality is strict. The proof of `loewdin_optimal` combines exactly these facts, and `linarith` does the final comparison. The basis may be larger than the number of orbitals.

```lean
/-- Löwdin orthogonalisation is optimal: the Löwdin orbitals of a linearly independent set `A`
are orthonormal and strictly closer to `A` than any other orthonormal set. -/
theorem loewdin_optimal {A : Matrix m n ℂ} {S : Matrix n n ℂ} (hA : IsUnit (Aᴴ * A))
    (hS : S.PosSemidef) (hSS : S * S = Aᴴ * A) :
    (loewdin A S)ᴴ * loewdin A S = 1 ∧
      ∀ U : Matrix m n ℂ, Uᴴ * U = 1 → U ≠ loewdin A S →
        distSq A (loewdin A S) < distSq A U := by
  obtain ⟨hu, hQ, hQS⟩ := loewdin_orthonormal hA hS hSS
  refine ⟨hQ, fun U hU hne => ?_⟩
  have hex := distSq_excess hQ hU hS.isHermitian.eq
  rw [hQS] at hex
  have hpos := lt_of_le_of_ne (weighted_nonneg hS (U - loewdin A S))
    (fun h => hne (sub_eq_zero.mp (eq_zero_of_weighted hS hu h.symm)))
  linarith
```

When the numbers are equal, as for Fermi orbitals expanded in the same number of orthonormal occupied orbitals, A is square and the competitors are the unitary matrices. S is still the positive semidefinite root of AᴴA. Invertibility of A then gives invertibility of AᴴA, and the general theorem applies.

```lean
/-- For an invertible square matrix `A`, the matrix `A S⁻¹` is unitary and is strictly closer
to `A` than any other unitary matrix. -/
theorem loewdin_optimal_unitary {A S : Matrix n n ℂ} (hA : IsUnit A)
    (hS : S.PosSemidef) (hSS : S * S = Aᴴ * A) :
    loewdin A S ∈ Matrix.unitaryGroup n ℂ ∧
      ∀ U ∈ Matrix.unitaryGroup n ℂ, U ≠ loewdin A S →
        distSq A (loewdin A S) < distSq A U := by
  have h := loewdin_optimal (hA.star.mul hA) hS hSS
  exact ⟨Matrix.mem_unitaryGroup_iff'.mpr h.1,
    fun U hU => h.2 U (Matrix.mem_unitaryGroup_iff'.mp hU)⟩
```

For linearly independent orbitals the minimal distance depends only on S. From A − Q = Q(S − 1) and QᴴQ = 1,

d(A, Q) = Re tr((S − 1)ᴴ QᴴQ (S − 1)) = d(S, 1).

```lean
/-- The squared distance between the orbitals `A` and their Löwdin orbitals equals the squared
distance of the overlap root `S` from the identity. -/
theorem loewdin_distance {A : Matrix m n ℂ} {S : Matrix n n ℂ} (hA : IsUnit (Aᴴ * A))
    (hS : S.PosSemidef) (hSS : S * S = Aᴴ * A) :
    distSq A (loewdin A S) = distSq S 1 := by
  obtain ⟨-, hQ, hQS⟩ := loewdin_orthonormal hA hS hSS
  have h : A - loewdin A S = loewdin A S * (S - 1) := by
    rw [Matrix.mul_sub, hQS, Matrix.mul_one]
  rw [distSq_eq_trace, distSq_eq_trace, h, Matrix.conjTranspose_mul, Matrix.mul_assoc,
    ← Matrix.mul_assoc (loewdin A S)ᴴ, hQ, Matrix.one_mul]
```

For linearly dependent orbitals a closest set need not be unique. Take A = diag(1, 0), which is its own positive semidefinite root. The identity and diag(1, −1) are both unitary and both at squared distance 1. No unitary matrix is closer, by the excess identity with Q = 1 and S = A, whose last term is still nonnegative. This is a minimal matrix example: the second column of A is zero, which is not a physical orbital, and these two sets differ only in the sign of their second orbital. A physical case is one normalised orbital taken twice, so that both columns of A are (1, 0). Then for every complex w with |w| = 1 the columns (1, w)/√2 and (1, −w)/√2 form a closest orthonormal set, and w = 1 and w = i give orbitals that differ by more than a phase.

```lean
/-- For the singular matrix `diag(1, 0)` the closest unitary matrix is not unique: the identity
and `diag(1, -1)` are both unitary and both attain the minimal distance. -/
theorem singular_not_unique :
    (!![1, 0; 0, -1] : Matrix (Fin 2) (Fin 2) ℂ)ᴴ * !![1, 0; 0, -1] = 1 ∧
      distSq (!![1, 0; 0, 0] : Matrix (Fin 2) (Fin 2) ℂ) !![1, 0; 0, -1]
        = distSq !![1, 0; 0, 0] 1 ∧
      ∀ U : Matrix (Fin 2) (Fin 2) ℂ, Uᴴ * U = 1 →
        distSq !![1, 0; 0, 0] 1 ≤ distSq !![1, 0; 0, 0] U := by
  refine ⟨?_, ?_, fun U hU => ?_⟩
  · ext i j
    fin_cases i <;> fin_cases j <;> simp [Matrix.mul_apply, Fin.sum_univ_succ]
  · simp [distSq, Fin.sum_univ_succ]
  · have hP : (!![1, 0; 0, 0] : Matrix (Fin 2) (Fin 2) ℂ)
        = (!![1, 0; 0, 0] : Matrix (Fin 2) (Fin 2) ℂ)ᴴ * !![1, 0; 0, 0] := by
      ext i j
      fin_cases i <;> fin_cases j <;> simp [Matrix.mul_apply, Fin.sum_univ_succ]
    have hS : (!![1, 0; 0, 0] : Matrix (Fin 2) (Fin 2) ℂ).PosSemidef := by
      rw [hP]
      exact Matrix.posSemidef_conjTranspose_mul_self _
    have hex := distSq_excess (Q := (1 : Matrix (Fin 2) (Fin 2) ℂ)) (by simp) hU
      hS.isHermitian.eq
    rw [Matrix.one_mul] at hex
    have := weighted_nonneg hS (U - 1)
    linarith
```

## Two overlapping complex orbitals

A concrete pair satisfies all the hypotheses of the square case. Its columns are (i, 2) and (2i, 1), each of norm √5, with overlap 4, or 4/5 after normalisation. The determinant of A is −3i, and the root S has rows (2, 1) and (1, 2), with eigenvalues 3 and 1. Positivity is proved by writing S as a sum of two matrices of the form BᴴB, and the equation for S² is checked entry by entry.

```lean
/-- An explicit pair of non-orthogonal complex orbitals and the positive semidefinite root of
their overlap matrix. -/
theorem loewdin_witness :
    IsUnit (!![Complex.I, 2 * Complex.I; 2, 1] : Matrix (Fin 2) (Fin 2) ℂ) ∧
      (!![2, 1; 1, 2] : Matrix (Fin 2) (Fin 2) ℂ).PosSemidef ∧
      (!![2, 1; 1, 2] : Matrix (Fin 2) (Fin 2) ℂ) * !![2, 1; 1, 2]
        = (!![Complex.I, 2 * Complex.I; 2, 1] : Matrix (Fin 2) (Fin 2) ℂ)ᴴ
          * !![Complex.I, 2 * Complex.I; 2, 1] := by
  refine ⟨?_, ?_, ?_⟩
  · rw [Matrix.isUnit_iff_isUnit_det, Matrix.det_fin_two_of, isUnit_iff_ne_zero]
    intro h
    have h' := congrArg Complex.im h
    norm_num [Complex.mul_im] at h'
  · have h : (!![2, 1; 1, 2] : Matrix (Fin 2) (Fin 2) ℂ)
        = (!![1, 0; 0, 1] : Matrix (Fin 2) (Fin 2) ℂ)ᴴ
            * (!![1, 0; 0, 1] : Matrix (Fin 2) (Fin 2) ℂ)
          + (!![1, 1; 0, 0] : Matrix (Fin 2) (Fin 2) ℂ)ᴴ
            * (!![1, 1; 0, 0] : Matrix (Fin 2) (Fin 2) ℂ) := by
      ext i j
      fin_cases i <;> fin_cases j <;>
        norm_num [Matrix.add_apply, Matrix.mul_apply, Fin.sum_univ_succ]
    rw [h]
    exact (Matrix.posSemidef_conjTranspose_mul_self _).add
      (Matrix.posSemidef_conjTranspose_mul_self _)
  · ext i j
    fin_cases i <;> fin_cases j <;>
      norm_num [Matrix.mul_apply, Fin.sum_univ_succ, Complex.ext_iff]

end

end LoewdinOptimality
```

Multiplying out A S⁻¹ gives the Löwdin orbitals (0, 1) and (i, 0), at squared distance 4 from A. Because the two columns have the same norm, normalising them first leaves the Löwdin orbitals unchanged; it reduces the squared distance to 4 − 8/√5 ≈ 0.42.

```lean
#print axioms LoewdinOptimality.loewdin_optimal
#print axioms LoewdinOptimality.loewdin_optimal_unitary
#print axioms LoewdinOptimality.loewdin_distance
#print axioms LoewdinOptimality.singular_not_unique
```

```
'LoewdinOptimality.loewdin_optimal' depends on axioms: [propext, Classical.choice, Quot.sound]
'LoewdinOptimality.loewdin_optimal_unitary' depends on axioms: [propext, Classical.choice, Quot.sound]
'LoewdinOptimality.loewdin_distance' depends on axioms: [propext, Classical.choice, Quot.sound]
'LoewdinOptimality.singular_not_unique' depends on axioms: [propext, Classical.choice, Quot.sound]
```
